# The real part of a complex density's interaction with its own conjugate on a periodic grid, as a sum over plane waves

The theorem `pairRepulsion_fourier` concerns a complex density f on a one-dimensional periodic grid of N points, N nonzero, and a real pair kernel K that depends only on the difference of two grid points. It states that the real part of ∑ₓ∑ᵧ K(x − y) f(x)* f(y) equals 1/N times the sum over k of Re K̂(k) |f̂(k)|², where the hat is the discrete Fourier transform without prefactor. The kernel need be neither even nor positive, and the density need not be normalised. The proof writes |f̂(k)|² as a double sum over the grid, expands K(x − y) in plane waves by the inversion formula `dft_inversion`, reorders the sums and takes real parts at the end.

As first written in Lean, the proof fails:

```lean
import Mathlib

open ComplexConjugate

namespace PairRepulsionFourier

noncomputable section

variable {N : ℕ} [NeZero N] {ι : Type*} [Fintype ι]

/-- The discrete Fourier transform on a periodic grid of `N` points, without prefactor. -/
def dft (f : ZMod N → ℂ) (k : ZMod N) : ℂ :=
  ∑ x : ZMod N, ZMod.stdAddChar (-(x * k)) * f x

/-- The real part of the Fourier transform of a real interaction kernel. -/
def spectrum (K : ZMod N → ℝ) (k : ZMod N) : ℝ :=
  (dft (fun x => (K x : ℂ)) k).re

/-- The real part of the repulsion of a complex density with its own conjugate. -/
def pairRepulsion (K : ZMod N → ℝ) (f : ZMod N → ℂ) : ℝ :=
  (∑ x, ∑ y, (K (x - y) : ℂ) * (conj (f x) * f y)).re

/-- In a finite triple sum the innermost summation can be carried out last. -/
theorem sum_rotate {α β κ M : Type*} [Fintype α] [Fintype β] [Fintype κ]
    [AddCommMonoid M] (F : α → β → κ → M) :
    ∑ x, ∑ y, ∑ i, F x y i = ∑ i, ∑ x, ∑ y, F x y i := by
  calc ∑ x, ∑ y, ∑ i, F x y i = ∑ x, ∑ i, ∑ y, F x y i :=
        Finset.sum_congr rfl fun x _ => Finset.sum_comm
    _ = _ := Finset.sum_comm

/-- A function on the periodic grid is recovered from its plane-wave coefficients. -/
theorem dft_inversion (f : ZMod N → ℂ) (z : ZMod N) :
    f z = (N : ℂ)⁻¹ * ∑ k : ZMod N, ZMod.stdAddChar (k * z) * dft f k := by
  have hN : (N : ℂ) ≠ 0 := Nat.cast_ne_zero.mpr (NeZero.ne N)
  -- orthogonality of the plane waves
  have o : ∀ x : ZMod N, ∑ k : ZMod N, (ZMod.stdAddChar (k * (z - x)) : ℂ)
      = if x = z then (N : ℂ) else 0 := by
    intro x
    rw [AddChar.sum_mulShift _ (ZMod.isPrimitive_stdAddChar N)]
    by_cases h : x = z
    · simp [h, ZMod.card]
    · have h' : z - x ≠ 0 := sub_ne_zero.mpr (Ne.symm h)
      simp [h, h']
  have h : ∑ k : ZMod N, ZMod.stdAddChar (k * z) * dft f k = N * f z := by
    calc _ = ∑ x : ZMod N, (∑ k : ZMod N, ZMod.stdAddChar (k * (z - x))) * f x := by
          simp only [dft, Finset.mul_sum, Finset.sum_mul]
          rw [Finset.sum_comm]
          refine Finset.sum_congr rfl fun x _ => Finset.sum_congr rfl fun k _ => ?_
          have e : k * (z - x) = k * z + -(x * k) := by ring
          rw [e, AddChar.map_add_eq_mul, mul_assoc]
      _ = N * f z := by simp [o]
  rw [h, inv_mul_cancel_left₀ hN]

/-- The real part of the repulsion of a complex density with its own conjugate is `1/N` times the
sum over plane waves of the kernel's spectrum times the squared modulus of the density's Fourier
coefficient. -/
theorem pairRepulsion_fourier (K : ZMod N → ℝ) (f : ZMod N → ℂ) :
    pairRepulsion K f = (N : ℝ)⁻¹ * ∑ k, spectrum K k * ‖dft f k‖ ^ 2 := by
  -- the squared modulus of a Fourier coefficient as a double sum over the grid
  have hk : ∀ k : ZMod N, ((‖dft f k‖ ^ 2 : ℝ) : ℂ)
      = ∑ x : ZMod N, ∑ y : ZMod N,
        ZMod.stdAddChar (k * (x - y)) * (conj (f x) * f y) := by
    intro k
    rw [← Complex.normSq_eq_norm_sq, ← Complex.mul_conj, mul_comm]
    simp only [dft, map_sum, map_mul]
    rw [Finset.sum_mul_sum]
    refine Finset.sum_congr rfl fun x _ => Finset.sum_congr rfl fun y _ => ?_
    have c : (ZMod.stdAddChar (-(-(x * k))) : ℂ)
        = conj (ZMod.stdAddChar (-(x * k)) : ℂ) := by
      rw [ZMod.stdAddChar_apply, ZMod.stdAddChar_apply,
        AddChar.map_neg_eq_inv ZMod.toCircle (-(x * k)), Circle.coe_inv_eq_conj]
    have e : k * (x - y) = -(-(x * k)) + -(y * k) := by ring
    rw [e, AddChar.map_add_eq_mul, c]
    ring
  have h : ∑ x, ∑ y, (K (x - y) : ℂ) * (conj (f x) * f y)
      = (((N : ℝ)⁻¹ : ℝ) : ℂ) *
        ∑ k, dft (fun x => (K x : ℂ)) k * ((‖dft f k‖ ^ 2 : ℝ) : ℂ) := by
    simp only [hk, Finset.mul_sum]
    rw [← sum_rotate]
    refine Finset.sum_congr rfl fun x _ => Finset.sum_congr rfl fun y _ => ?_
    have hi := dft_inversion (fun x => (K x : ℂ)) (x - y)
    simp only at hi
    rw [hi, Finset.mul_sum, Finset.sum_mul]
    refine Finset.sum_congr rfl fun k _ => ?_
    rw [Complex.ofReal_inv, Complex.ofReal_natCast]
    ring
  rw [pairRepulsion, h, Complex.re_ofReal_mul, Complex.re_sum]
  simp only [spectrum, Complex.mul_re, Complex.ofReal_re, Complex.ofReal_im, mul_zero,
    sub_zero]

end

end PairRepulsionFourier
```

The compiler's answer:

```
Main.lean:82:4: error: `simp` made no progress
```

Cause. The message says that `simp only at hi` found nothing to simplify, which Lean treats as an error. The step follows the use of `dft_inversion` for the function `fun x => (K x : ℂ)` at the point `x - y`. With no lemmas listed, `simp only` could still have served to turn the function applied to its argument into `(K (x - y) : ℂ)`. But Lean had already done this reduction when it formed the type of `hi`, so the left side was in that form from the start. The function also stands inside `dft` on the right, but there it is not applied to an argument, and `simp only` without lemmas does not unfold `dft`.

The repair deletes the call. `rw [hi, …]` then finds `(K (x - y) : ℂ)` in the goal and replaces it with the plane-wave sum, as intended. The blank line left in its place has no effect.

This version goes through:

```diff
@@ -80,5 +80,5 @@
     refine Finset.sum_congr rfl fun x _ => Finset.sum_congr rfl fun y _ => ?_
     have hi := dft_inversion (fun x => (K x : ℂ)) (x - y)
-    simp only at hi
+
     rw [hi, Finset.mul_sum, Finset.sum_mul]
     refine Finset.sum_congr rfl fun k _ => ?_
```
